# Under any infinite SP2 schedule, the occupation of a lower-filled level times the vacancy of a higher-filled one tends to zero

Take two levels with occupations $1/3$ and $2/3$. SP2 purification, which turns a scaled Hamiltonian into a density matrix, may square both, giving $1/9$ and $4/9$, or apply $t\mapsto 2t-t^2$ to both, giving $5/9$ and $8/9$. The first step lowers both occupations and the second raises them. Yet the odds of the lower occupation divided by the odds of the higher one fall from $1/4$ to $5/32$ in either case.

Can a badly chosen sequence of steps still leave electrons in the lower-filled level while the higher-filled one keeps a hole? For occupations that start distinct and strictly between 0 and 1, the answer is no in the limit. In linear-scaling electronic structure with a fixed, finite one-particle spectrum, the selection rule can thus affect how many levels fill, but not their order of filling.

The scaling reverses the energy order, so the higher occupation belongs to the lower energy. The Lean model follows real occupations, not matrices. Passing from the matrix iteration to these numbers uses a fixed eigenbasis, which rounding or the truncation of small matrix elements would disturb.

```lean
import Mathlib

open Filter Topology

namespace SP2ArbitrarySchedule

noncomputable section
```

In `sp2Step`, `true` means squaring and `false` means the other step.

```lean
/-- One SP2 step on an occupation: `t ^ 2` for `true` and `2 * t - t ^ 2` for `false`. -/
def sp2Step : Bool → ℝ → ℝ
  | true, t => t ^ 2
  | false, t => 2 * t - t ^ 2
```

A schedule `s` is any infinite sequence of Booleans. An adaptive rule also produces such a sequence in each run, so it is included. Below, $t_n$ stands for `occupation s t n`, with $t_0=t$, and likewise $y_n$ and $x_n$.

```lean
/-- The occupation after `n` steps of the schedule `s`, starting from `t`. -/
def occupation (s : ℕ → Bool) (t : ℝ) : ℕ → ℝ
  | 0 => t
  | n + 1 => sp2Step (s n) (occupation s t n)
```

The quantity from the example is $r(y,x)=\dfrac{y(1-x)}{x(1-y)}$, an odds ratio, here named `inversionRatio`.

```lean
/-- The odds `y / (1 - y)` of one level divided by the odds `x / (1 - x)` of another,
written as a single fraction for `x ≠ 0` and `y ≠ 1`. -/
def inversionRatio (y x : ℝ) : ℝ := y * (1 - x) / (x * (1 - y))
```

## (a) Fractional occupations stay fractional

**Task.** For $0<t<1$, show that $0<t_n<1$ for all $n$.

**Solution.** Use induction. If $0<t<1$, then $0<t^2<1$. Also $2t-t^2=t(2-t)>0$ and $1-(2t-t^2)=(1-t)^2>0$. In Lean, `cases s n` separates the two steps and `nlinarith` receives the positive products.

```lean
/-- An occupation strictly between 0 and 1 stays there under every schedule. -/
theorem occupation_mem (s : ℕ → Bool) {t : ℝ} (h0 : 0 < t) (h1 : t < 1) (n : ℕ) :
    0 < occupation s t n ∧ occupation s t n < 1 := by
  induction n with
  | zero => exact ⟨h0, h1⟩
  | succ n ih =>
    obtain ⟨a, b⟩ := ih
    have b' := sub_pos.2 b
    simp only [occupation]
    cases s n <;> simp only [sp2Step] <;> constructor <;>
      nlinarith [mul_pos a a, mul_pos a b', mul_pos b' b']
```

## (b) The order of two levels survives

**Task.** For $0<y<x<1$, show that $y_n<x_n$ for all $n$.

**Solution.** One step changes the difference $x-y$ into
$$x^2-y^2=(x-y)(x+y)\quad\text{or}\quad (2x-x^2)-(2y-y^2)=(x-y)(2-x-y).$$
Both are positive. These two products are the hints given to `nlinarith`.

```lean
/-- Two levels with distinct occupations strictly between 0 and 1 keep their order under
every common schedule. -/
theorem occupation_lt (s : ℕ → Bool) {y x : ℝ} (hy : 0 < y) (hyx : y < x) (hx : x < 1)
    (n : ℕ) : occupation s y n < occupation s x n := by
  induction n with
  | zero => exact hyx
  | succ n ih =>
    obtain ⟨a, b⟩ := occupation_mem s hy (hyx.trans hx) n
    obtain ⟨c, d⟩ := occupation_mem s (hy.trans hyx) hx n
    have e := sub_pos.2 ih
    simp only [occupation]
    cases s n <;> simp only [sp2Step] <;>
      nlinarith [mul_pos e (add_pos a c), mul_pos e (add_pos (sub_pos.2 b) (sub_pos.2 d))]
```

## (c) The drop under squaring

**Task.** With $r=r(y,x)$, show that
$$r-r(y^2,x^2)=r(1-r)\frac{1-y}{1+y}.$$

**Solution.** Factoring the squares gives $r(y^2,x^2)=r\,\dfrac{y(1+x)}{x(1+y)}$, so the drop is $r\,\dfrac{x-y}{x(1+y)}$. Since $1-r=\dfrac{x-y}{x(1-y)}$, the identity follows. Lean clears the denominators with `field_simp` and finishes with `ring`; the theorem assumes $0<y<1$ and $x>0$, but no order between the levels.

```lean
/-- The exact drop of the inversion ratio when two occupations strictly between 0 and 1
are squared. -/
theorem inversionRatio_drop_square {y x : ℝ} (hy : 0 < y) (hy1 : y < 1) (hx : 0 < x) :
    inversionRatio y x - inversionRatio (y ^ 2) (x ^ 2) =
      inversionRatio y x * (1 - inversionRatio y x) * (1 - y) / (1 + y) := by
  have h1 : 1 - y ≠ 0 := (sub_pos.2 hy1).ne'
  have h2 : 1 + y ≠ 0 := by positivity
  have h3 : x ≠ 0 := hx.ne'
  unfold inversionRatio
  rw [show 1 - y ^ 2 = (1 - y) * (1 + y) by ring]
  field_simp
  ring
```

## (d) The drop under the filling step

**Task.** Show that
$$r-r(2y-y^2,2x-x^2)=r(1-r)\frac{x}{2-x}.$$

**Solution.** The new ratio is $r\,\dfrac{(2-y)(1-x)}{(2-x)(1-y)}$. Since $(2-x)(1-y)-(2-y)(1-x)=x-y$, the drop is
$$r\,\frac{x-y}{(2-x)(1-y)}=r(1-r)\frac{x}{2-x}.$$
This is part (c) with electrons and holes exchanged: $y\to1-x$, $x\to1-y$.

```lean
/-- The exact drop of the inversion ratio under the step `t ↦ 2 * t - t ^ 2`, for `y < 1`
and `x` strictly between 0 and 1. -/
theorem inversionRatio_drop_hole {y x : ℝ} (hy1 : y < 1) (hx : 0 < x) (hx1 : x < 1) :
    inversionRatio y x - inversionRatio (2 * y - y ^ 2) (2 * x - x ^ 2) =
      inversionRatio y x * (1 - inversionRatio y x) * x / (2 - x) := by
  have h1 : 1 - y ≠ 0 := (sub_pos.2 hy1).ne'
  have h2 : 2 - x ≠ 0 := by linarith
  have h3 : x ≠ 0 := hx.ne'
  unfold inversionRatio
  rw [show 1 - (2 * y - y ^ 2) = (1 - y) ^ 2 by ring,
    show 2 * x - x ^ 2 = x * (2 - x) by ring]
  field_simp
  ring
```

## (e) Geometric growth passes 1

**Task.** If $u_0>0$ and $u_{k+1}\ge\frac32u_k$ for all $k$, show that $u_k\ge1$ for some $k$.

**Solution.** By induction $u_k\ge(3/2)^ku_0$. Choose $k$ with $(3/2)^k>1/u_0$.

```lean
/-- A positive quantity that grows by at least half of itself at each step cannot stay
below 1. -/
theorem growth_escapes (u : ℕ → ℝ) (h0 : 0 < u 0) (hg : ∀ k, 3 / 2 * u k ≤ u (k + 1)) :
    ∃ k, 1 ≤ u k := by
  have h : ∀ k, (3 / 2 : ℝ) ^ k * u 0 ≤ u k := by
    intro k
    induction k with
    | zero => simp
    | succ k ih =>
      have := hg k
      rw [pow_succ]
      linarith
  obtain ⟨k, hk⟩ := pow_unbounded_of_one_lt (1 / u 0) (by norm_num : (1 : ℝ) < 3 / 2)
  rw [div_lt_iff₀ h0] at hk
  exact ⟨k, hk.le.trans (h k)⟩
```

## (f) The odds ratio vanishes

**Task.** For $0<y<x<1$, show that $r_n=r(y_n,x_n)\to0$ for every schedule.

**Solution.** By (a) and (b), $0<r_n<1$. By (c) and (d), $r_n$ decreases, so it has a limit $L\ge0$. Suppose $L>0$. Then $r_n(1-r_n)\ge A$ with $A=L(1-r_0)>0$. The denominators in (c) and (d) are at most 2, so each drop is at least $A(1-y_n)/2$ for squaring and $Ax_n/2$ for the other step.

The drops tend to 0, so from some $N$ on they are below $A/8$. From then on, squaring occurs only if $y_n>3/4$, and the other step only if $x_n<1/4$ (`lateT`, `lateF`).

No switch is now possible:

- After squaring, $x_{n+1}>y_{n+1}=y_n^2>9/16$, which rules out the other step.
- After the other step, $y_{n+1}<x_{n+1}=x_n(2-x_n)<7/16$, which rules out squaring.

One kind of step therefore repeats forever (`all`). If it is squaring, $1-y_{n+1}=(1-y_n)(1+y_n)\ge\frac32(1-y_n)$. If it is the other, $x_{n+1}=x_n(2-x_n)\ge\frac32x_n$. By (e), $1-y_n$ or $x_n$ reaches 1, contradicting (a). Hence $L=0$.

```lean
/-- For initial occupations `0 < y < x < 1` the inversion ratio tends to 0 under every
infinite schedule. -/
theorem inversionRatio_tendsto_zero (s : ℕ → Bool) {y x : ℝ} (hy : 0 < y) (hyx : y < x)
    (hx : x < 1) :
    Tendsto (fun n => inversionRatio (occupation s y n) (occupation s x n)) atTop (𝓝 0) := by
  have hb : ∀ n, 0 < occupation s y n ∧ occupation s y n < occupation s x n ∧
      occupation s x n < 1 := fun n =>
    ⟨(occupation_mem s hy (hyx.trans hx) n).1, occupation_lt s hy hyx hx n,
      (occupation_mem s (hy.trans hyx) hx n).2⟩
  have hT : ∀ n, s n = true → occupation s y (n + 1) = occupation s y n ^ 2 ∧
      occupation s x (n + 1) = occupation s x n ^ 2 := by
    intro n h
    constructor <;> simp only [occupation, h, sp2Step]
  have hF : ∀ n, s n = false →
      occupation s y (n + 1) = 2 * occupation s y n - occupation s y n ^ 2 ∧
      occupation s x (n + 1) = 2 * occupation s x n - occupation s x n ^ 2 := by
    intro n h
    constructor <;> simp only [occupation, h, sp2Step]
  generalize occupation s y = Y at hb hT hF ⊢
  generalize occupation s x = X at hb hT hF ⊢
  obtain ⟨R, hR⟩ : ∃ R : ℕ → ℝ, ∀ n, R n = inversionRatio (Y n) (X n) :=
    ⟨_, fun _ => rfl⟩
  simp only [← hR]
  have hR01 : ∀ n, 0 < R n ∧ R n < 1 := by
    intro n
    obtain ⟨a, b, c⟩ := hb n
    have hd : 0 < X n * (1 - Y n) := mul_pos (a.trans b) (by linarith)
    rw [hR, inversionRatio]
    exact ⟨div_pos (mul_pos a (by linarith)) hd, (div_lt_one hd).2 (by linarith)⟩
  have dT : ∀ n, s n = true →
      R n - R (n + 1) = R n * (1 - R n) * (1 - Y n) / (1 + Y n) := by
    intro n h
    obtain ⟨a, b, c⟩ := hb n
    rw [hR n, hR (n + 1), (hT n h).1, (hT n h).2]
    exact inversionRatio_drop_square a (b.trans c) (a.trans b)
  have dF : ∀ n, s n = false →
      R n - R (n + 1) = R n * (1 - R n) * X n / (2 - X n) := by
    intro n h
    obtain ⟨a, b, c⟩ := hb n
    rw [hR n, hR (n + 1), (hF n h).1, (hF n h).2]
    exact inversionRatio_drop_hole (b.trans c) (a.trans b) c
  -- The ratio decreases, hence converges.
  have anti : Antitone R := by
    refine antitone_nat_of_succ_le fun n => ?_
    obtain ⟨a, b, c⟩ := hb n
    have hr : 0 ≤ R n * (1 - R n) :=
      mul_nonneg (hR01 n).1.le (sub_nonneg.2 (hR01 n).2.le)
    cases h : s n with
    | true =>
      have := dT n h
      have : 0 ≤ R n * (1 - R n) * (1 - Y n) / (1 + Y n) :=
        div_nonneg (mul_nonneg hr (by linarith)) (by linarith)
      linarith
    | false =>
      have := dF n h
      have : 0 ≤ R n * (1 - R n) * X n / (2 - X n) :=
        div_nonneg (mul_nonneg hr (by linarith)) (by linarith)
      linarith
  obtain ⟨L, hL⟩ : ∃ L, Tendsto R atTop (𝓝 L) :=
    ⟨_, tendsto_atTop_ciInf anti ⟨0, by rintro _ ⟨n, rfl⟩; exact (hR01 n).1.le⟩⟩
  have hL0 : 0 ≤ L := ge_of_tendsto' hL fun n => (hR01 n).1.le
  rcases hL0.eq_or_lt with h0 | hpos
  · rwa [← h0] at hL
  exfalso
  have hA : 0 < L * (1 - R 0) := mul_pos hpos (sub_pos.2 (hR01 0).2)
  have hAB : ∀ n, L * (1 - R 0) ≤ R n * (1 - R n) := fun n =>
    mul_le_mul (anti.le_of_tendsto hL n) (by linarith [anti (Nat.zero_le n)])
      (sub_pos.2 (hR01 0).2).le (hR01 n).1.le
  generalize L * (1 - R 0) = A at hA hAB
  have key : ∀ B u d : ℝ, A ≤ B → 0 ≤ u → 0 < d → d ≤ 2 → A / 2 * u ≤ B * u / d := by
    intro B u d h1 h2 h3 h4
    rw [le_div_iff₀ h3]
    have e1 := mul_le_mul_of_nonneg_right h1 h2
    have e2 := mul_le_mul_of_nonneg_left h4 (mul_nonneg hA.le h2)
    linarith
  have hd : Tendsto (fun n => R n - R (n + 1)) atTop (𝓝 0) := by
    simpa using hL.sub (hL.comp (tendsto_add_atTop_nat 1))
  obtain ⟨N, hN⟩ := eventually_atTop.1
    (hd.eventually_lt_const (by positivity : 0 < A / 8))
  -- Late steps can only push a level away from the end where it sits.
  have lateT : ∀ n, N ≤ n → s n = true → 3 / 4 < Y n := by
    intro n hn h
    obtain ⟨a, b, c⟩ := hb n
    have h1 := key _ (1 - Y n) (1 + Y n) (hAB n) (by linarith) (by linarith) (by linarith)
    have h2 := hN n hn
    rw [dT n h] at h2
    by_contra hc
    nlinarith [mul_nonneg hA.le (sub_nonneg.2 (not_lt.1 hc))]
  have lateF : ∀ n, N ≤ n → s n = false → X n < 1 / 4 := by
    intro n hn h
    obtain ⟨a, b, c⟩ := hb n
    have h1 := key _ (X n) (2 - X n) (hAB n) (by linarith) (by linarith) (by linarith)
    have h2 := hN n hn
    rw [dF n h] at h2
    by_contra hc
    nlinarith [mul_nonneg hA.le (sub_nonneg.2 (not_lt.1 hc))]
  -- So one kind of step repeats forever, which contradicts these late bounds.
  cases hs : s N with
  | true =>
    have all : ∀ k, s (N + k) = true := by
      intro k
      induction k with
      | zero => exact hs
      | succ k ih =>
        by_contra hc
        have h1 := lateF (N + k + 1) (by omega) (Bool.eq_false_iff.2 hc)
        have h2 := lateT (N + k) (by omega) ih
        have h3 := (hb (N + k + 1)).2.1
        rw [(hT _ ih).1] at h3
        nlinarith
    obtain ⟨k, hk⟩ := growth_escapes (fun k => 1 - Y (N + k))
      (sub_pos.2 ((hb N).2.1.trans (hb N).2.2)) (by
        intro k
        have h1 := lateT (N + k) (by omega) (all k)
        have h2 := (hb (N + k)).2
        have h3 : Y (N + (k + 1)) = Y (N + k) ^ 2 := (hT _ (all k)).1
        simp only [h3]
        nlinarith [h2.1.trans h2.2])
    have hk' : 1 ≤ 1 - Y (N + k) := hk
    linarith [(hb (N + k)).1]
  | false =>
    have all : ∀ k, s (N + k) = false := by
      intro k
      induction k with
      | zero => exact hs
      | succ k ih =>
        by_contra hc
        have h1 := lateT (N + k + 1) (by omega) (Bool.not_eq_false _ ▸ hc)
        have h2 := lateF (N + k) (by omega) ih
        have h3 := (hb (N + k + 1)).2.1
        rw [(hF _ ih).2] at h3
        nlinarith [sq_nonneg (X (N + k))]
    obtain ⟨k, hk⟩ := growth_escapes (fun k => X (N + k))
      ((hb N).1.trans (hb N).2.1) (by
        intro k
        have h1 := lateF (N + k) (by omega) (all k)
        have h2 := (hb (N + k)).1.trans (hb (N + k)).2.1
        have h3 : X (N + (k + 1)) = 2 * X (N + k) - X (N + k) ^ 2 := (hF _ (all k)).2
        simp only [h3]
        nlinarith)
    have hk' : 1 ≤ X (N + k) := hk
    linarith [(hb (N + k)).2.2]
```

## (g) Lower occupation times higher vacancy

**Task.** Under the same conditions, show that $y_n(1-x_n)\to0$.

**Solution.** We have $0\le y_n(1-x_n)=r_n\,x_n(1-y_n)\le r_n$, and (f) finishes the argument through `squeeze_zero`.

The theorem leaves out the end values 0 and 1, which occur when the Hamiltonian is scaled with its exact lowest and highest eigenvalues. Both steps fix these values, so for $y=0$ or $x=1$ the product is zero from the start.

A natural error is to assume that the product itself decreases at each step. For $y=0.8$, $x=0.9$ it is $0.08$, and squaring raises it to $0.1216$.

```lean
/-- For initial occupations `0 < y < x < 1`, the occupation of the lower-filled level times
the vacancy of the higher-filled one tends to 0 under every infinite SP2 schedule. -/
theorem occupation_mul_vacancy_tendsto_zero (s : ℕ → Bool) {y x : ℝ} (hy : 0 < y)
    (hyx : y < x) (hx : x < 1) :
    Tendsto (fun n => occupation s y n * (1 - occupation s x n)) atTop (𝓝 0) := by
  have hY := occupation_mem s hy (hyx.trans hx)
  have hX := occupation_mem s (hy.trans hyx) hx
  refine squeeze_zero (fun n => mul_nonneg (hY n).1.le (sub_nonneg.2 (hX n).2.le))
    (fun n => ?_) (inversionRatio_tendsto_zero s hy hyx hx)
  have h1 := sub_pos.2 (hY n).2
  rw [inversionRatio, le_div_iff₀ (mul_pos (hX n).1 h1)]
  refine mul_le_of_le_one_right (mul_nonneg (hY n).1.le (sub_nonneg.2 (hX n).2.le)) ?_
  nlinarith [mul_pos (hY n).1 (hX n).1, (hX n).2]
```

A neighbouring result, argued here in prose alone: for finitely many levels starting at distinct occupations in $(0,1)$ and each $\varepsilon>0$, from some step on at most one occupation lies in $[\varepsilon,1-\varepsilon]$, since two would have a product of at least $\varepsilon^2$. One can remain: alternating the steps, squaring first, returns $(\sqrt5-1)/2$ to itself every two steps.

## (h) The trace fixes the filling

**Task.** Let finitely many levels start at $p_i\in(0,1)$, those in a set $O$ (`occ`) strictly above the rest. Write $p_{i,n}$ for the occupation after $n$ steps. If $\sum_ip_{i,n}\to|O|$, show that
$$p_{i,n}\to1\ (i\in O),\qquad p_{i,n}\to0\ (i\notin O).$$

**Solution.** Let $A_n=\sum_{i\in O}(1-p_{i,n})$ count the misplaced holes and $B_n=\sum_{j\notin O}p_{j,n}$ the misplaced electrons. By (g), $A_nB_n$ is a finite sum of terms tending to 0. The trace condition gives $B_n-A_n\to0$. Hence
$$A_n^2+B_n^2=(B_n-A_n)^2+2A_nB_n\to0.$$
Each single error is at most $A_n$ or $B_n$, hence at most the square root of this sum, which tends to 0 (`hE` in Lean).

The trace condition says that the electron number converges to the required value, with one electron per level. It is assumed, and a particular selection rule would have to be shown to satisfy it. Degeneracies within $O$ or within the rest are allowed.

```lean
/-- Let finitely many levels start strictly between 0 and 1, those in `occ` strictly above the rest.
If, under a common SP2 schedule, the trace tends to the number of levels in `occ`, then the
occupations in `occ` tend to 1 and the others to 0. -/
theorem filling_of_trace_tendsto {ι : Type*} [Fintype ι] [DecidableEq ι] (s : ℕ → Bool)
    (p : ι → ℝ) (occ : Finset ι) (hp : ∀ i, 0 < p i ∧ p i < 1)
    (gap : ∀ i ∈ occ, ∀ j ∉ occ, p j < p i)
    (htr : Tendsto (fun n => ∑ i, occupation s (p i) n) atTop (𝓝 (occ.card : ℝ))) (i : ι) :
    Tendsto (occupation s (p i)) atTop (𝓝 (if i ∈ occ then 1 else 0)) := by
  have hq := fun i => occupation_mem s (hp i).1 (hp i).2
  obtain ⟨A, hA⟩ : ∃ A : ℕ → ℝ, ∀ n, A n = ∑ i ∈ occ, (1 - occupation s (p i) n) :=
    ⟨_, fun _ => rfl⟩
  obtain ⟨B, hB⟩ : ∃ B : ℕ → ℝ, ∀ n, B n = ∑ j ∈ occᶜ, occupation s (p j) n :=
    ⟨_, fun _ => rfl⟩
  -- Misplaced holes times misplaced electrons vanish by the two-level theorem.
  have hAB : Tendsto (fun n => A n * B n) atTop (𝓝 0) := by
    have h : Tendsto (fun n => ∑ i ∈ occ, ∑ j ∈ occᶜ,
        (1 - occupation s (p i) n) * occupation s (p j) n) atTop
        (𝓝 (∑ i ∈ occ, ∑ j ∈ occᶜ, (0 : ℝ))) := by
      refine tendsto_finsetSum _ fun i hi => tendsto_finsetSum _ fun j hj => ?_
      simpa only [mul_comm] using occupation_mul_vacancy_tendsto_zero s (hp j).1
        (gap i hi j (Finset.mem_compl.1 hj)) (hp i).2
    simpa only [hA, hB, Finset.sum_mul_sum, Finset.sum_const_zero] using h
  -- The trace condition makes the two totals agree in the limit.
  have hD : Tendsto (fun n => B n - A n) atTop (𝓝 0) := by
    have h := htr.sub_const (occ.card : ℝ)
    rw [sub_self] at h
    refine h.congr fun n => ?_
    have h1 := Finset.sum_add_sum_compl occ (fun i => occupation s (p i) n)
    have h2 : A n = occ.card - ∑ i ∈ occ, occupation s (p i) n := by
      rw [hA]
      simp [Finset.sum_sub_distrib]
    rw [h2, hB]
    linarith
  have hE : Tendsto (fun n => √((B n - A n) ^ 2 + 2 * (A n * B n))) atTop (𝓝 0) := by
    have h := (Real.continuous_sqrt.tendsto _).comp ((hD.pow 2).add (hAB.const_mul 2))
    simpa [Function.comp_def] using h
  by_cases hi : i ∈ occ
  · rw [if_pos hi]
    have h : Tendsto (fun n => 1 - occupation s (p i) n) atTop (𝓝 0) := by
      refine squeeze_zero (fun n => sub_nonneg.2 (hq i n).2.le) (fun n => ?_) hE
      have h1 : 1 - occupation s (p i) n ≤ A n := by
        rw [hA]
        exact Finset.single_le_sum (f := fun i => 1 - occupation s (p i) n)
          (fun j _ => sub_nonneg.2 (hq j n).2.le) hi
      exact h1.trans ((le_abs_self _).trans
        (Real.abs_le_sqrt (by nlinarith [sq_nonneg (B n)])))
    simpa using h.const_sub 1
  · rw [if_neg hi]
    refine squeeze_zero (fun n => (hq i n).1.le) (fun n => ?_) hE
    have h1 : occupation s (p i) n ≤ B n := by
      rw [hB]
      exact Finset.single_le_sum (f := fun i => occupation s (p i) n)
        (fun j _ => (hq j n).1.le) (Finset.mem_compl.2 hi)
    exact h1.trans ((le_abs_self _).trans
      (Real.abs_le_sqrt (by nlinarith [sq_nonneg (A n)])))

end

end SP2ArbitrarySchedule
```

```lean
#print axioms SP2ArbitrarySchedule.occupation_mul_vacancy_tendsto_zero
-- 'SP2ArbitrarySchedule.occupation_mul_vacancy_tendsto_zero' depends on axioms: [propext, Classical.choice, Quot.sound]
#print axioms SP2ArbitrarySchedule.filling_of_trace_tendsto
-- 'SP2ArbitrarySchedule.filling_of_trace_tendsto' depends on axioms: [propext, Classical.choice, Quot.sound]
```
